# The spin-1/2 Heisenberg ferromagnet on a finite connected graph has an (N+1)-dimensional ground space

Put a spin 1/2 on each of the $N$ sites of a connected simple graph with $E$ edges, and let $H=-\sum_{ab}\mathbf S_a\cdot\mathbf S_b$, summed over the edges, with $\hbar=1$. The lowest energy is $-E/4$, and its eigenspace has dimension $N+1$, whatever the shape of the graph. I would like to see this derived rigorously, with a proof that Lean has checked. Where does connectedness come in?

## Ground states that are unchanged by exchanging spins

Connectedness is what turns invariance under exchange of neighbouring spins into invariance under every permutation. The bound on the energy doesn't need it.

Let $\psi(\sigma)$ be the amplitude of configuration $\sigma$, and $m_a=\pm\tfrac12$ the value of $S^z_a$ in $\sigma$. For $a\ne b$, let $\sigma'$ be $\sigma$ with both spins reversed. The $x$ and $y$ terms reverse both spins, so

$$(\mathbf S_a\cdot\mathbf S_b\,\psi)(\sigma)=\left(\tfrac14-m_am_b\right)\psi(\sigma')+m_am_b\,\psi(\sigma).$$

Let $P_{ab}$ exchange the two spins.

- For parallel spins, $m_am_b=\tfrac14$. The result is $\tfrac14\psi(\sigma)$, and the exchange changes nothing.
- For antiparallel spins, $m_am_b=-\tfrac14$. The result is $\tfrac12\psi(\sigma')-\tfrac14\psi(\sigma)$, and $\sigma'$ is the exchanged configuration.

In both cases $\mathbf S_a\cdot\mathbf S_b=\tfrac12P_{ab}-\tfrac14$.

Define $D_{ab}=\lVert\psi-P_{ab}\psi\rVert^2$. Since $P_{ab}$ is Hermitian and squares to one, $D_{ab}=2\lVert\psi\rVert^2-2\langle\psi,P_{ab}\psi\rangle$. Therefore $\langle\psi,\mathbf S_a\cdot\mathbf S_b\psi\rangle=\tfrac14\lVert\psi\rVert^2-\tfrac14D_{ab}$, and

$$\langle\psi,H\psi\rangle=-\tfrac E4\lVert\psi\rVert^2+\tfrac14\sum_{ab}D_{ab}\ \ge\ -\tfrac E4\lVert\psi\rVert^2 .$$

If $H\psi=-\tfrac E4\psi$, every $D_{ab}$ on an edge vanishes, so $\psi$ is unchanged by exchanging neighbours. For distinct sites $u,v,w$, the transpositions satisfy $(u\,w)=(u\,v)(v\,w)(u\,v)$, which extends the invariance along paths to any two sites, and hence to all permutations. Two configurations with equally many up spins differ by a permutation, so $\psi$ depends only on that number.

Conversely, for such a $\psi$ each edge gives $\mathbf S_a\cdot\mathbf S_b\psi=\tfrac14\psi$, so $H\psi=-\tfrac E4\psi$. The number of up spins takes the values $0,\dots,N$, which leaves $N+1$ free amplitudes.

**Without connectedness** the count fails: two sites with no edge have $H=0$, and all four dimensions belong to the eigenvalue $0$, not three.

## How `ferromagnetic_ground_space` expresses this

The finite type `V` is the set of sites, and `State V` holds one complex amplitude per configuration `V → Bool`, with `true` for up. `heisenberg G` sums over ordered neighbouring pairs with a factor $-\tfrac12$, so each edge counts once. The hypothesis `G.Connected` includes having at least one site.

The first conclusion takes `∑ σ, ‖ψ σ‖ ^ 2 = 1` as normalisation and bounds the real part of `star ψ ⬝ᵥ heisenberg G ψ`, the Hermitian product $\langle\psi,H\psi\rangle$. The second gives the complex dimension of the eigenspace as `Fintype.card V + 1`. This is positive, so the bound is attained.

The exchange constant, which sets the energy scale and favours parallel spins, is 1 on every edge. There is no field or anisotropy. Total spin is not defined in the file, so identifying this space with the spin-$N/2$ multiplet is a separate step. For a finite isotropic model of this kind, the theorem gives a ground-state energy and degeneracy against which an exact diagonalisation can be compared.

```lean
import Mathlib

open Finset

namespace FerromagneticGroundSpace

noncomputable section

variable {V : Type*} [Fintype V] [DecidableEq V]

/-- States of spin-1/2 sites `V`: a complex amplitude for each configuration (`true` is up). -/
abbrev State (V : Type*) := (V → Bool) → ℂ

/-- The configuration with the spin at site `a` reversed. -/
def flipAt (a : V) (σ : V → Bool) : V → Bool := Function.update σ a (!σ a)

/-- The magnetic quantum number of a single spin: 1/2 for up, -1/2 for down. -/
def mz (s : Bool) : ℂ := if s then 1 / 2 else -1 / 2

/-- The x component of the spin at site `a`. -/
def spinX (a : V) : State V →ₗ[ℂ] State V where
  toFun ψ := fun σ => 1 / 2 * ψ (flipAt a σ)
  map_add' ψ φ := by funext σ; simp only [Pi.add_apply]; ring
  map_smul' c ψ := by
    funext σ; simp only [Pi.smul_apply, smul_eq_mul, RingHom.id_apply]; ring

/-- The y component of the spin at site `a`. -/
def spinY (a : V) : State V →ₗ[ℂ] State V where
  toFun ψ := fun σ => -Complex.I * mz (σ a) * ψ (flipAt a σ)
  map_add' ψ φ := by funext σ; simp only [Pi.add_apply]; ring
  map_smul' c ψ := by
    funext σ; simp only [Pi.smul_apply, smul_eq_mul, RingHom.id_apply]; ring

/-- The z component of the spin at site `a`. -/
def spinZ (a : V) : State V →ₗ[ℂ] State V where
  toFun ψ := fun σ => mz (σ a) * ψ σ
  map_add' ψ φ := by funext σ; simp only [Pi.add_apply]; ring
  map_smul' c ψ := by
    funext σ; simp only [Pi.smul_apply, smul_eq_mul, RingHom.id_apply]; ring

/-- The scalar product of the spins at sites `a` and `b`. -/
def spinDot (a b : V) : State V →ₗ[ℂ] State V :=
  spinX a ∘ₗ spinX b + spinY a ∘ₗ spinY b + spinZ a ∘ₗ spinZ b

/-- The ferromagnetic Heisenberg Hamiltonian: minus the sum of `spinDot` over the edges,
written as half the sum over ordered pairs of neighbours. -/
def heisenberg (G : SimpleGraph V) [DecidableRel G.Adj] : State V →ₗ[ℂ] State V :=
  (-(1 / 2) : ℂ) • ∑ a, ∑ b ∈ G.neighborFinset a, spinDot a b

/-- The squared norm of the change of `ψ` when the spins at `a` and `b` are exchanged. -/
def defect (ψ : State V) (a b : V) : ℝ := ∑ σ, ‖ψ σ - ψ (σ ∘ Equiv.swap a b)‖ ^ 2

/-- The number of up spins in a configuration. -/
def upCount (σ : V → Bool) : ℕ := Fintype.card {v // σ v = true}

omit [Fintype V] in
/-- The spin components at a site obey the commutation relation [Sx, Sy] = i Sz. -/
theorem spin_commutator (a : V) :
    spinX a ∘ₗ spinY a - spinY a ∘ₗ spinX a = Complex.I • spinZ a := by
  refine LinearMap.ext fun ψ => funext fun σ => ?_
  have hf : flipAt a (flipAt a σ) = σ := by simp [flipAt]
  have hm : mz (flipAt a σ a) = -mz (σ a) := by
    simp only [flipAt, Function.update_self]
    cases σ a <;> norm_num [mz]
  change 1 / 2 * (-Complex.I * mz (flipAt a σ a) * ψ (flipAt a (flipAt a σ)))
    - -Complex.I * mz (σ a) * (1 / 2 * ψ (flipAt a (flipAt a σ)))
    = Complex.I * (mz (σ a) * ψ σ)
  rw [hf, hm]
  ring

omit [Fintype V] in
/-- On two different sites the spin product is half the exchange of the spins minus 1/4. -/
theorem spinDot_apply {a b : V} (hab : a ≠ b) (ψ : State V) (σ : V → Bool) :
    spinDot a b ψ σ = 1 / 2 * ψ (σ ∘ Equiv.swap a b) - 1 / 4 * ψ σ := by
  have hb : flipAt a σ b = σ b := by simp [flipAt, Function.update_of_ne hab.symm]
  change 1 / 2 * (1 / 2 * ψ (flipAt b (flipAt a σ)))
    + -Complex.I * mz (σ a) * (-Complex.I * mz (flipAt a σ b) * ψ (flipAt b (flipAt a σ)))
    + mz (σ a) * (mz (σ b) * ψ σ) = _
  rw [hb]
  by_cases h : σ a = σ b
  · -- parallel spins: the exchange does nothing
    have hs : σ ∘ Equiv.swap a b = σ := by
      funext x
      by_cases hxa : x = a
      · subst hxa; simp [h]
      by_cases hxb : x = b
      · subst hxb; simp [h]
      simp [Equiv.swap_apply_of_ne_of_ne hxa hxb]
    have hm : mz (σ a) * mz (σ b) = 1 / 4 := by
      rw [h]; cases σ b <;> norm_num [mz]
    rw [hs]
    linear_combination (1 / 4 * ψ (flipAt b (flipAt a σ))) * Complex.I_sq
      + (Complex.I ^ 2 * ψ (flipAt b (flipAt a σ)) + ψ σ) * hm
  · -- antiparallel spins: the exchange reverses both
    have hs : σ ∘ Equiv.swap a b = flipAt b (flipAt a σ) := by
      funext x
      by_cases hxb : x = b
      · subst hxb
        simp only [Function.comp_apply, Equiv.swap_apply_right, flipAt, Function.update_self,
          Function.update_of_ne hab.symm]
        revert h; cases σ a <;> cases σ x <;> simp
      by_cases hxa : x = a
      · subst hxa
        simp only [Function.comp_apply, Equiv.swap_apply_left, flipAt, Function.update_self,
          Function.update_of_ne hab]
        revert h; cases σ x <;> cases σ b <;> simp
      simp [flipAt, Equiv.swap_apply_of_ne_of_ne hxa hxb, Function.update_of_ne hxa,
        Function.update_of_ne hxb]
    have hm : mz (σ a) * mz (σ b) = -1 / 4 := by
      revert h; cases σ a <;> cases σ b <;> norm_num [mz]
    rw [hs]
    linear_combination (-(1 / 4) * ψ (flipAt b (flipAt a σ))) * Complex.I_sq
      + (Complex.I ^ 2 * ψ (flipAt b (flipAt a σ)) + ψ σ) * hm

/-- The expectation of the spin product on two different sites is a quarter of the squared norm
minus a quarter of the exchange defect. -/
theorem bond_energy {a b : V} (hab : a ≠ b) (ψ : State V) :
    star ψ ⬝ᵥ spinDot a b ψ
      = ((1 / 4 * ∑ σ, ‖ψ σ‖ ^ 2 - 1 / 4 * defect ψ a b : ℝ) : ℂ) := by
  have inv : Function.Involutive (fun σ : V → Bool => σ ∘ Equiv.swap a b) :=
    fun σ => by funext x; simp
  have re : ∀ f : (V → Bool) → ℂ, ∑ σ, f (σ ∘ Equiv.swap a b) = ∑ σ, f σ :=
    fun f => Equiv.sum_comp (inv.toPerm _) f
  have h1 := re fun σ => starRingEnd ℂ (ψ σ) * ψ σ
  have h2 := re fun σ => starRingEnd ℂ (ψ σ) * ψ (σ ∘ Equiv.swap a b)
  have hi : ∀ σ : V → Bool, (σ ∘ Equiv.swap a b) ∘ Equiv.swap a b = σ := inv
  simp only [hi] at h2
  have hl : star ψ ⬝ᵥ spinDot a b ψ
      = 1 / 2 * ∑ σ, starRingEnd ℂ (ψ σ) * ψ (σ ∘ Equiv.swap a b)
        - 1 / 4 * ∑ σ, starRingEnd ℂ (ψ σ) * ψ σ := by
    rw [mul_sum, mul_sum, ← sum_sub_distrib]
    refine sum_congr rfl fun σ _ => ?_
    rw [spinDot_apply hab]
    change starRingEnd ℂ (ψ σ) * _ = _
    ring
  have hd : ((defect ψ a b : ℝ) : ℂ) = ∑ σ, starRingEnd ℂ (ψ σ) * ψ σ
      - ∑ σ, starRingEnd ℂ (ψ σ) * ψ (σ ∘ Equiv.swap a b)
      - ∑ σ, starRingEnd ℂ (ψ (σ ∘ Equiv.swap a b)) * ψ σ
      + ∑ σ, starRingEnd ℂ (ψ (σ ∘ Equiv.swap a b)) * ψ (σ ∘ Equiv.swap a b) := by
    rw [← sum_sub_distrib, ← sum_sub_distrib, ← sum_add_distrib, defect]
    push_cast
    refine sum_congr rfl fun σ _ => ?_
    rw [← Complex.conj_mul', map_sub]
    ring
  have hn : ((∑ σ, ‖ψ σ‖ ^ 2 : ℝ) : ℂ) = ∑ σ, starRingEnd ℂ (ψ σ) * ψ σ := by
    push_cast
    exact sum_congr rfl fun σ _ => (Complex.conj_mul' _).symm
  rw [hl, Complex.ofReal_sub, Complex.ofReal_mul, Complex.ofReal_mul, hd, hn, h1, h2]
  push_cast
  ring

omit [DecidableEq V] in
/-- A constant summed over ordered pairs of neighbours gives twice the number of edges times
the constant. -/
theorem sum_neighbors (G : SimpleGraph V) [DecidableRel G.Adj] (c : ℂ) :
    ∑ a, ∑ _b ∈ G.neighborFinset a, c = 2 * (G.edgeFinset.card : ℂ) * c := by
  have h : ((∑ a, G.degree a : ℕ) : ℂ) = 2 * (G.edgeFinset.card : ℂ) := by
    rw [G.sum_degrees_eq_twice_card_edges]; push_cast; rfl
  simp only [sum_const, nsmul_eq_mul, SimpleGraph.card_neighborFinset_eq_degree]
  rw [← sum_mul, ← h, Nat.cast_sum]

/-- The energy is -(number of edges)/4 times the squared norm, plus an eighth of the exchange
defects summed over ordered pairs of neighbours. -/
theorem energy_identity (G : SimpleGraph V) [DecidableRel G.Adj] (ψ : State V) :
    star ψ ⬝ᵥ heisenberg G ψ = ((-(G.edgeFinset.card / 4) * ∑ σ, ‖ψ σ‖ ^ 2
      + 1 / 8 * ∑ a, ∑ b ∈ G.neighborFinset a, defect ψ a b : ℝ) : ℂ) := by
  have h : ∑ a, ∑ b ∈ G.neighborFinset a, star ψ ⬝ᵥ spinDot a b ψ
      = ∑ a, ∑ b ∈ G.neighborFinset a,
        (1 / 4 * ((∑ σ, ‖ψ σ‖ ^ 2 : ℝ) : ℂ) - 1 / 4 * (defect ψ a b : ℂ)) := by
    refine sum_congr rfl fun a _ => sum_congr rfl fun b hb => ?_
    rw [bond_energy ((G.mem_neighborFinset a b).1 hb).ne]
    push_cast
    ring
  simp only [heisenberg, LinearMap.smul_apply, LinearMap.sum_apply, dotProduct_smul,
    dotProduct_sum, smul_eq_mul]
  rw [h]
  simp only [sum_sub_distrib, ← mul_sum]
  rw [sum_neighbors]
  push_cast
  ring

/-- On a connected graph, a state satisfies the eigenvalue equation at -(number of edges)/4
exactly when its amplitudes depend only on the number of up spins. -/
theorem ground_iff (G : SimpleGraph V) [DecidableRel G.Adj] (hG : G.Connected) (ψ : State V) :
    heisenberg G ψ = (-(G.edgeFinset.card / 4) : ℂ) • ψ
      ↔ ∀ σ τ, upCount σ = upCount τ → ψ σ = ψ τ := by
  constructor
  · intro hψ
    have hE := energy_identity G ψ
    have hn : star ψ ⬝ᵥ ψ = ((∑ σ, ‖ψ σ‖ ^ 2 : ℝ) : ℂ) := by
      push_cast
      exact sum_congr rfl fun σ _ => Complex.conj_mul' _
    rw [hψ, dotProduct_smul, hn, smul_eq_mul] at hE
    have hz : ∑ a, ∑ b ∈ G.neighborFinset a, defect ψ a b = 0 := by
      apply Complex.ofReal_injective
      push_cast at hE ⊢
      linear_combination -8 * hE
    have hd : ∀ a b, 0 ≤ defect ψ a b := fun a b => sum_nonneg fun σ _ => by positivity
    -- neighbouring spins can be exchanged
    have hadj : ∀ a b, G.Adj a b → ∀ σ, ψ (σ ∘ Equiv.swap a b) = ψ σ := by
      intro a b hab σ
      have h1 := (sum_eq_zero_iff_of_nonneg
        (fun a _ => sum_nonneg fun b _ => hd a b)).1 hz a (mem_univ a)
      have h2 := (sum_eq_zero_iff_of_nonneg (fun b _ => hd a b)).1 h1 b
        ((G.mem_neighborFinset a b).2 hab)
      have h3 := (sum_eq_zero_iff_of_nonneg (fun σ _ => by positivity)).1 h2 σ (mem_univ σ)
      exact (sub_eq_zero.1 (norm_eq_zero.1 (pow_eq_zero_iff two_ne_zero |>.1 h3))).symm
    -- along a path, so can any two spins
    have hswap : ∀ a b, ∀ σ, ψ (σ ∘ Equiv.swap a b) = ψ σ := by
      intro a b
      obtain ⟨w⟩ := hG.preconnected a b
      induction w with
      | nil => intro σ; simp
      | @cons u v w h p ih =>
        intro σ
        by_cases hwv : w = v
        · subst hwv; exact hadj _ _ h σ
        by_cases hwu : w = u
        · subst hwu; simp
        have e : σ ∘ Equiv.swap u w
            = ((σ ∘ Equiv.swap u v) ∘ Equiv.swap v w) ∘ Equiv.swap u v := by
          rw [← Equiv.swap_mul_swap_mul_swap hwv hwu, Equiv.swap_comm v u, Equiv.swap_comm w v]
          rfl
        rw [e, hadj _ _ h, ih, hadj _ _ h]
    have hperm : ∀ π : Equiv.Perm V, ∀ σ, ψ (σ ∘ π) = ψ σ := by
      intro π
      refine Equiv.Perm.swap_induction_on π ?_ ?_
      · intro σ; rfl
      · intro f x y _ ih σ
        exact (ih (σ ∘ Equiv.swap x y)).trans (hswap x y σ)
    -- equal numbers of up spins: one configuration is a rearrangement of the other
    intro σ τ h
    let e : {v // σ v = true} ≃ {v // τ v = true} := Fintype.equivOfCardEq h
    have hστ : σ = τ ∘ e.extendSubtype := by
      funext v
      by_cases hv : σ v = true
      · rw [hv]; exact (e.extendSubtype_mem v hv).symm
      · have h' : ¬ τ (e.extendSubtype v) = true := e.extendSubtype_not_mem v hv
        rw [Bool.eq_false_iff.2 hv]
        exact (Bool.eq_false_iff.2 h').symm
    rw [hστ, hperm]
  · intro h
    funext σ
    have hs : ∑ a, ∑ b ∈ G.neighborFinset a, spinDot a b ψ σ
        = ∑ a, ∑ _b ∈ G.neighborFinset a, 1 / 4 * ψ σ := by
      refine sum_congr rfl fun a _ => sum_congr rfl fun b hb => ?_
      have hc : upCount (σ ∘ Equiv.swap a b) = upCount σ :=
        Fintype.card_congr ((Equiv.swap a b).subtypeEquiv fun _ => Iff.rfl)
      rw [spinDot_apply ((G.mem_neighborFinset a b).1 hb).ne, h _ _ hc]
      ring
    simp only [heisenberg, LinearMap.smul_apply, LinearMap.sum_apply, Pi.smul_apply,
      Finset.sum_apply, smul_eq_mul]
    rw [hs, sum_neighbors]
    ring

/-- For the Heisenberg ferromagnet on a connected graph of N spins 1/2, every unit state has
energy at least -(number of edges)/4, and the eigenspace at this value has dimension N + 1. -/
theorem ferromagnetic_ground_space (G : SimpleGraph V) [DecidableRel G.Adj]
    (hG : G.Connected) :
    (∀ ψ : State V, ∑ σ, ‖ψ σ‖ ^ 2 = 1 →
      -(G.edgeFinset.card / 4 : ℝ) ≤ (star ψ ⬝ᵥ heisenberg G ψ).re) ∧
    Module.finrank ℂ (Module.End.eigenspace (heisenberg G) (-(G.edgeFinset.card / 4) : ℂ))
      = Fintype.card V + 1 := by
  constructor
  · intro ψ hψ
    rw [energy_identity, Complex.ofReal_re, hψ]
    have : 0 ≤ ∑ a, ∑ b ∈ G.neighborFinset a, defect ψ a b :=
      sum_nonneg fun a _ => sum_nonneg fun b _ => sum_nonneg fun σ _ => by positivity
    linarith
  · -- the number of up spins takes each of the values 0, ..., N
    let u : (V → Bool) → Fin (Fintype.card V + 1) :=
      fun σ => ⟨upCount σ, Nat.lt_succ_of_le (Fintype.card_subtype_le _)⟩
    have hu : Function.Surjective u := by
      intro k
      obtain ⟨t, _, ht⟩ := Finset.exists_subset_card_eq
        (s := (univ : Finset V)) (n := k.val) (by rw [card_univ]; omega)
      refine ⟨fun v => decide (v ∈ t), Fin.ext ?_⟩
      change upCount _ = k.val
      simp [upCount, ht]
    have hr : Module.End.eigenspace (heisenberg G) (-(G.edgeFinset.card / 4) : ℂ)
        = LinearMap.range (LinearMap.funLeft ℂ ℂ u) := by
      ext ψ
      rw [Module.End.mem_eigenspace_iff, ground_iff G hG, LinearMap.mem_range]
      constructor
      · intro h
        refine ⟨fun k => ψ (Function.surjInv hu k), funext fun σ => ?_⟩
        exact h _ _ (congrArg Fin.val (Function.surjInv_eq hu (u σ)))
      · rintro ⟨c, rfl⟩ σ τ h
        exact congrArg c (Fin.ext h)
    rw [hr, LinearMap.finrank_range_of_inj (LinearMap.funLeft_injective_of_surjective ℂ ℂ u hu)]
    simp

end

end FerromagneticGroundSpace
```

```lean
#print axioms FerromagneticGroundSpace.spin_commutator
-- 'FerromagneticGroundSpace.spin_commutator' depends on axioms: [propext, Classical.choice, Quot.sound]
#print axioms FerromagneticGroundSpace.ferromagnetic_ground_space
-- 'FerromagneticGroundSpace.ferromagnetic_ground_space' depends on axioms: [propext, Classical.choice, Quot.sound]
```

## From the exchange identity to the dimension

`spin_commutator` checks the spin matrices through $[S^x,S^y]=iS^z$. `spinDot_apply` is the exchange identity, proved by the same split into parallel and antiparallel spins.

`bond_energy` expands the square in `defect`, which is $D_{ab}$, and reindexes the sums by the exchange. `sum_neighbors` counts each edge twice, and `energy_identity` adds up the bonds; its factor $\tfrac18$ is the $\tfrac14$ above, halved for ordered pairs.

In `ground_iff`, `sum_eq_zero_iff_of_nonneg` makes each square vanish. Induction on a walk gives `hswap`, and `swap_induction_on` passes to all permutations. `extendSubtype` then builds a permutation that matches the up spins of two configurations.

The final theorem reads the bound off `energy_identity`. For the dimension, `u` maps a configuration to its number of up spins, and the eigenspace is the range of $c\mapsto c\circ u$. As `u` is surjective, this map is injective, and the dimension is that of the functions on $N+1$ points.
